# The time-reversed family $T\,u(-k)$ has the same Berry phase as a smooth normalized band $u(k)$

In a one-dimensional crystal with time-reversal symmetry, the Bloch Hamiltonian satisfies $T H(k) T^{-1} = H(-k)$ with $T$ antiunitary. If $u(-k)$ is an eigenstate of $H(-k)$, then $T u(-k)$ is an eigenstate of $H(k)$ with the same energy. For spin-½ electrons $T^2=-1$, and the bands can then be grouped in pairs, each member being the time-reversed image of the other up to a phase. The Berry phase of a band determines its contribution to the electronic polarization, so one asks how the phases of the two partners are related.

For a continuously differentiable family of unit vectors, the phases are equal when the partner is exactly $T u(-k)$. If the partner carries an extra smooth phase factor and both families close at the zone boundary, they are equal up to a multiple of $2\pi$.

## States, connection and partner

The states live in a complex inner-product space $V$ of any dimension. The inner product $\langle x,y\rangle$ is conjugate-linear in its first argument. No Hamiltonian appears: the theorems concern a family $u:\mathbb R\to V$, whatever equation produced it.

In Lean 4 with Mathlib:

```lean
import Mathlib

open scoped InnerProductSpace ComplexConjugate

namespace TimeReversalBerryConnection

noncomputable section

variable {V : Type*} [NormedAddCommGroup V] [InnerProductSpace ℂ V]
```

The Berry connection is
$$A_u(k) = i\langle u(k),u'(k)\rangle .$$
It is defined as a complex number, so its reality has to be proved.

```lean
/-- The Berry connection `i⟨u(k), u'(k)⟩` of a family of states `u`. -/
def berryConnection (u : ℝ → V) (k : ℝ) : ℂ :=
  Complex.I * ⟪u k, deriv u k⟫_ℂ
```

With the lattice constant set to one, the Brillouin zone is $[-\pi,\pi]$, and the Berry phase is
$$\varphi_u=\int_{-\pi}^{\pi}A_u(k)\,dk .$$
This is the integral itself, not its value modulo $2\pi$.

```lean
/-- The integral of the Berry connection over the Brillouin zone `[-π, π]`. -/
def berryPhase (u : ℝ → V) : ℂ :=
  ∫ k in (-Real.pi)..Real.pi, berryConnection u k
```

The time-reversed family is $v(k)=T u(-k)$. The type `V ≃ₛₗᵢ[starRingEnd ℂ] V` says that $T$ is a bijection of $V$ that preserves norms and is conjugate-linear, $T(cx)=\bar c\,Tx$. Nothing is assumed about $T^2$, so spinful ($T^2=-1$) and spinless ($T^2=1$) time reversal are both covered.

```lean
/-- The time-reversed family `k ↦ T u(-k)`, for an antiunitary operator `T`. -/
def timeReversed (T : V ≃ₛₗᵢ[starRingEnd ℂ] V) (u : ℝ → V) (k : ℝ) : V :=
  T (u (-k))
```

A normalized eigenstate of a nondegenerate level is fixed only up to a phase, so we allow a partner of the form $e^{i\chi(k)}\,T u(-k)$ with a real function $\chi$. The next definition attaches such a factor to any family $w$.

```lean
/-- The family `w` multiplied by the momentum-dependent phase factor `exp(iχ(k))`. -/
def gaugeTransform (χ : ℝ → ℝ) (w : ℝ → V) (k : ℝ) : V :=
  Complex.exp ((χ k : ℂ) * Complex.I) • w k
```

## Antiunitarity swaps the arguments

Expanding the norm of a sum gives
$$\|x+y\|^2=\|x\|^2+2\,\mathrm{Re}\langle x,y\rangle+\|y\|^2 .$$
Since $T$ is additive and preserves all three norms, $\mathrm{Re}\langle Tx,Ty\rangle=\mathrm{Re}\langle x,y\rangle$. Now replace $x$ by $ix$. On the left, $T(ix)=-i\,Tx$, and
$$\mathrm{Re}\langle -i\,Tx,Ty\rangle=-\mathrm{Im}\langle Tx,Ty\rangle .$$
On the right, $\mathrm{Re}\langle ix,y\rangle=\mathrm{Im}\langle x,y\rangle$. The real parts agree and the imaginary parts are opposite, hence
$$\langle Tx,Ty\rangle=\overline{\langle x,y\rangle}=\langle y,x\rangle .$$
In the proof, `re_eq` is the first half, and its application to `Complex.I • x` is the second.

```lean
/-- An antiunitary operator exchanges the two arguments of the inner product. -/
theorem antiunitary_inner (T : V ≃ₛₗᵢ[starRingEnd ℂ] V) (x y : V) :
    ⟪T x, T y⟫_ℂ = ⟪y, x⟫_ℂ := by
  -- Norm preservation fixes the real part of every inner product.
  have re_eq : ∀ a b : V, (⟪T a, T b⟫_ℂ).re = (⟪a, b⟫_ℂ).re := by
    intro a b
    have h1 := norm_add_sq (𝕜 := ℂ) (T a) (T b)
    have h2 := norm_add_sq (𝕜 := ℂ) a b
    rw [← map_add T a b, T.norm_map, T.norm_map, T.norm_map] at h1
    simp only [RCLike.re_eq_complex_re] at h1 h2
    linarith
  -- Applied to `i x`, the same identity shows that `T` reverses the sign of the imaginary part.
  have h := re_eq (Complex.I • x) y
  rw [map_smulₛₗ T] at h
  simp only [inner_smul_left, Complex.conj_I, map_neg, neg_neg, Complex.mul_re,
    Complex.neg_re, Complex.neg_im, Complex.I_re, Complex.I_im] at h
  rw [← inner_conj_symm y x]
  apply Complex.ext
  · rw [Complex.conj_re]
    exact re_eq x y
  · rw [Complex.conj_im]
    linarith
```

## Differentiating through $T$

Conjugation does nothing to real scalars, so $T$ is linear over $\mathbb R$, and it is continuous because it is an isometry. It can therefore be taken through a derivative with respect to the real variable $k$, and the chain rule gives
$$v'(k)=T\bigl(-u'(-k)\bigr)=-T u'(-k).$$
The map `L` in the proof is $T$ regarded as a continuous real-linear map.

```lean
/-- The time-reversed family has derivative `-T u'(-k)`. -/
theorem hasDerivAt_timeReversed (T : V ≃ₛₗᵢ[starRingEnd ℂ] V) {u : ℝ → V} {u' : V} {k : ℝ}
    (hu : HasDerivAt u u' (-k)) : HasDerivAt (timeReversed T u) (-(T u')) k := by
  -- Over the real numbers `T` is an ordinary continuous linear map.
  let L : V →L[ℝ] V :=
    { toFun := fun x => T x
      map_add' := fun x y => map_add T x y
      map_smul' := fun r x => by
        have h := map_smulₛₗ T (r : ℂ) x
        simp only [Complex.conj_ofReal, Complex.coe_smul] at h
        exact h
      cont := T.continuous }
  have h1 := hu.scomp k (hasDerivAt_neg k)
  have h2 : HasDerivAt (timeReversed T u) (L ((-1 : ℝ) • u')) k :=
    L.hasFDerivAt.comp_hasDerivAt k h1
  rw [map_smul, neg_one_smul] at h2
  exact h2
```

## Normalization makes the connection real

Differentiating $\langle u,u\rangle=1$ gives $\langle u,u'\rangle+\langle u',u\rangle=0$. Therefore
$$\overline{A_u}=-i\langle u',u\rangle=i\langle u,u'\rangle=A_u .$$
The proof obtains the vanishing sum as `h0`, by comparing two derivatives of the same constant function.

```lean
/-- The Berry connection of a differentiable family of unit vectors is real. -/
theorem berryConnection_real {u : ℝ → V} (hu : Differentiable ℝ u) (hn : ∀ k, ‖u k‖ = 1)
    (k : ℝ) : conj (berryConnection u k) = berryConnection u k := by
  -- Differentiate the normalization condition.
  have h := (hu k).hasDerivAt.inner ℂ (hu k).hasDerivAt
  have hc : (fun t => ⟪u t, u t⟫_ℂ) = fun _ => (1 : ℂ) := by
    funext t
    rw [inner_self_eq_norm_sq_to_K, hn]
    simp
  rw [hc] at h
  have h0 := h.unique (hasDerivAt_const k (1 : ℂ))
  unfold berryConnection
  rw [map_mul, Complex.conj_I, inner_conj_symm]
  linear_combination (-Complex.I) * h0
```

## The connection at $k$ and at $-k$

Insert the derivative of $v$ and swap the arguments:
$$A_v(k)=i\langle T u(-k),-T u'(-k)\rangle=-i\langle u'(-k),u(-k)\rangle=\overline{A_u(-k)} .$$
This holds for any differentiable family, normalized or not.

```lean
/-- For a differentiable family of any norm, time reversal sends the Berry connection at `-k`
to its complex conjugate at `k`. -/
theorem berryConnection_timeReversed_conj (T : V ≃ₛₗᵢ[starRingEnd ℂ] V) {u : ℝ → V}
    (hu : Differentiable ℝ u) (k : ℝ) :
    berryConnection (timeReversed T u) k = conj (berryConnection u (-k)) := by
  unfold berryConnection
  rw [(hasDerivAt_timeReversed T (hu (-k)).hasDerivAt).deriv]
  simp only [timeReversed, inner_neg_right, antiunitary_inner, map_mul, Complex.conj_I,
    inner_conj_symm]
  ring
```

For unit vectors the conjugation has no effect, so $A_v(k)=A_u(-k)$. The zone is symmetric about $k=0$, and the substitution $k\to-k$ gives
$$\varphi_v=\int_{-\pi}^{\pi}A_u(-k)\,dk=\int_{-\pi}^{\pi}A_u(k)\,dk=\varphi_u .$$
The theorem states both facts, the pointwise identity and the equality of integrals. The hypothesis `ContDiff ℝ 1 u` says that $u$ is continuously differentiable on the whole real line. Physically, it requires a smooth choice of band and phase. When $T^2=-1$ the partners are degenerate at $k=0$, so a band labelled by energy order may fail to be smooth there. No periodicity is needed yet.

```lean
/-- For a continuously differentiable family of unit vectors, the time-reversed family has at `k`
the Berry connection of the original at `-k`, and both have the same integral over `[-π, π]`. -/
theorem berry_timeReversed (T : V ≃ₛₗᵢ[starRingEnd ℂ] V) {u : ℝ → V}
    (hu : ContDiff ℝ 1 u) (hn : ∀ k, ‖u k‖ = 1) :
    (∀ k, berryConnection (timeReversed T u) k = berryConnection u (-k)) ∧
      berryPhase (timeReversed T u) = berryPhase u := by
  have hd := (contDiff_one_iff_deriv.1 hu).1
  have key : ∀ k, berryConnection (timeReversed T u) k = berryConnection u (-k) := fun k => by
    rw [berryConnection_timeReversed_conj T hd, berryConnection_real hd hn]
  refine ⟨key, ?_⟩
  -- The zone is symmetric under reflection of the momentum.
  simp only [berryPhase, key]
  rw [intervalIntegral.integral_comp_neg (fun k => berryConnection u k), neg_neg]
```

## A phase factor on the partner

Let $\|w(k)\|=1$. The product rule gives
$$\frac{d}{dk}\bigl(e^{i\chi}w\bigr)=e^{i\chi}\,(w'+i\chi' w).$$
Taking the inner product with $e^{i\chi}w$ cancels the exponentials and leaves $\langle w,w'\rangle+i\chi'$. Multiplication by $i$ gives the new connection, $A_w-\chi'$. In the proof, `he` is the cancellation $\overline{e^{i\chi}}e^{i\chi}=1$ and `hww` is the normalization.

```lean
/-- A phase factor `exp(iχ(k))` on a unit vector lowers the Berry connection by `χ'(k)`. -/
theorem berryConnection_gaugeTransform {χ : ℝ → ℝ} {w : ℝ → V} {k : ℝ}
    (hχ : DifferentiableAt ℝ χ k) (hw : DifferentiableAt ℝ w k) (hn : ‖w k‖ = 1) :
    berryConnection (gaugeTransform χ w) k =
      berryConnection w k - ((deriv χ k : ℝ) : ℂ) := by
  have hc := (hχ.hasDerivAt.ofReal_comp.mul_const Complex.I).cexp
  have hg : HasDerivAt (gaugeTransform χ w)
      (Complex.exp ((χ k : ℂ) * Complex.I) • deriv w k +
        (Complex.exp ((χ k : ℂ) * Complex.I) *
          (((deriv χ k : ℝ) : ℂ) * Complex.I)) • w k) k :=
    hc.smul hw.hasDerivAt
  have he : conj (Complex.exp ((χ k : ℂ) * Complex.I)) *
      Complex.exp ((χ k : ℂ) * Complex.I) = 1 := by
    rw [Complex.conj_mul', Complex.norm_exp_ofReal_mul_I]
    simp
  have hww : ⟪w k, w k⟫_ℂ = 1 := by
    rw [inner_self_eq_norm_sq_to_K, hn]
    simp
  unfold berryConnection
  rw [hg.deriv]
  simp only [gaugeTransform, inner_add_right, inner_smul_left, inner_smul_right, hww]
  linear_combination
    (Complex.I * ⟪w k, deriv w k⟫_ℂ + Complex.I ^ 2 * ((deriv χ k : ℝ) : ℂ)) * he +
      ((deriv χ k : ℝ) : ℂ) * Complex.I_sq
```

Now let $u$ be normalized, and let $u$ and $\chi$ be continuously differentiable. Apply the formula to the partner $p(k)=e^{i\chi(k)}\,T u(-k)$ and integrate:
$$\varphi_p=\varphi_v-\int_{-\pi}^{\pi}\chi'(k)\,dk=\varphi_u-\bigl(\chi(\pi)-\chi(-\pi)\bigr).$$
The continuity statements `hB` and `hC` allow the integral to be split, and `hint` is the fundamental theorem of calculus for $\chi$.

```lean
/-- If the partner of `u` is `exp(iχ(k)) T u(-k)`, its Berry phase differs from that of `u` by
minus the change of `χ` across the zone. -/
theorem berryPhase_partner (T : V ≃ₛₗᵢ[starRingEnd ℂ] V) {u : ℝ → V} {χ : ℝ → ℝ}
    (hu : ContDiff ℝ 1 u) (hn : ∀ k, ‖u k‖ = 1) (hχ : ContDiff ℝ 1 χ) :
    berryPhase (gaugeTransform χ (timeReversed T u)) =
      berryPhase u - ((χ Real.pi : ℂ) - (χ (-Real.pi) : ℂ)) := by
  obtain ⟨hd, hd'⟩ := contDiff_one_iff_deriv.1 hu
  obtain ⟨hx, hx'⟩ := contDiff_one_iff_deriv.1 hχ
  obtain ⟨key, hphase⟩ := berry_timeReversed T hu hn
  have hA : Continuous (berryConnection u) :=
    continuous_const.mul (hd.continuous.inner hd')
  have hB : Continuous (berryConnection (timeReversed T u)) := by
    rw [funext key]
    exact hA.comp continuous_neg
  have hC : Continuous (fun k : ℝ => ((deriv χ k : ℝ) : ℂ)) :=
    Complex.continuous_ofReal.comp hx'
  have hg : ∀ k, berryConnection (gaugeTransform χ (timeReversed T u)) k =
      berryConnection (timeReversed T u) k - ((deriv χ k : ℝ) : ℂ) := fun k =>
    berryConnection_gaugeTransform (hx k)
      (hasDerivAt_timeReversed T (hd (-k)).hasDerivAt).differentiableAt
      ((T.norm_map _).trans (hn (-k)))
  -- The phase contributes only through its boundary values.
  have hint : ∫ k in (-Real.pi)..Real.pi, ((deriv χ k : ℝ) : ℂ) =
      (χ Real.pi : ℂ) - (χ (-Real.pi) : ℂ) :=
    intervalIntegral.integral_eq_sub_of_hasDerivAt
      (fun k _ => (hx k).hasDerivAt.ofReal_comp) (hC.intervalIntegrable _ _)
  rw [← hphase, ← hint]
  simp only [berryPhase, hg]
  exact intervalIntegral.integral_sub (hB.intervalIntegrable _ _) (hC.intervalIntegrable _ _)
```

## Closure at the zone boundary leaves an integer

Suppose that $u(-\pi)=u(\pi)$ and $p(-\pi)=p(\pi)$. This is the convention in which the Bloch Hamiltonian itself is periodic in $k$; if the states at the two ends are related by a $k$-independent unitary instead, the theorem does not apply as it stands. The closure of $p$ reads
$$e^{i\chi(-\pi)}\,T u(\pi)=e^{i\chi(\pi)}\,T u(-\pi)=e^{i\chi(\pi)}\,T u(\pi).$$
The vector $T u(\pi)$ has norm one, so it is nonzero and can be cancelled. Equality of the exponentials means $\chi(-\pi)=\chi(\pi)+2\pi n$ for some integer $n$, and hence
$$\varphi_p=\varphi_u+2\pi n .$$
In a one-dimensional tight-binding model of non-interacting electrons whose orbitals all sit at the cell origin and have no dipole matrix elements between them, this Berry phase determines the polarization of a filled band, so two such partner bands contribute equally, up to the usual quantum.

```lean
/-- If `u` and its partner `exp(iχ(k)) T u(-k)` both take equal values at `-π` and `π`, their
Berry phases agree up to an integer multiple of `2π`. -/
theorem berryPhase_partner_mod_two_pi (T : V ≃ₛₗᵢ[starRingEnd ℂ] V) {u : ℝ → V} {χ : ℝ → ℝ}
    (hu : ContDiff ℝ 1 u) (hn : ∀ k, ‖u k‖ = 1) (hχ : ContDiff ℝ 1 χ)
    (hper : u (-Real.pi) = u Real.pi)
    (hper' : gaugeTransform χ (timeReversed T u) (-Real.pi) =
      gaugeTransform χ (timeReversed T u) Real.pi) :
    ∃ n : ℤ, berryPhase (gaugeTransform χ (timeReversed T u)) =
      berryPhase u + 2 * (Real.pi : ℂ) * (n : ℂ) := by
  have hne : T (u Real.pi) ≠ 0 := by
    intro h
    have h1 := T.norm_map (u Real.pi)
    rw [h, hn, norm_zero] at h1
    exact zero_ne_one h1
  -- Closure of both families forces the phase factor itself to close.
  simp only [gaugeTransform, timeReversed, neg_neg, hper] at hper'
  have he := smul_left_injective ℂ hne hper'
  obtain ⟨n, h⟩ := Complex.exp_eq_exp_iff_exists_int.1 he
  have h' : (χ (-Real.pi) : ℂ) = (χ Real.pi : ℂ) + 2 * (Real.pi : ℂ) * (n : ℂ) :=
    mul_right_cancel₀ Complex.I_ne_zero (by linear_combination h)
  refine ⟨n, ?_⟩
  rw [berryPhase_partner T hu hn hχ]
  linear_combination h'

end

end TimeReversalBerryConnection
```

```lean
#print axioms TimeReversalBerryConnection.berry_timeReversed
#print axioms TimeReversalBerryConnection.berryPhase_partner_mod_two_pi
```

```
'TimeReversalBerryConnection.berry_timeReversed' depends on axioms: [propext, Classical.choice, Quot.sound]
'TimeReversalBerryConnection.berryPhase_partner_mod_two_pi' depends on axioms: [propext, Classical.choice, Quot.sound]
```

## A two-level instance

Take $V=\mathbb C^2$ and $T(a,b)=(\bar b,-\bar a)$, the usual spin-½ time reversal, and let
$$u(k)=\Bigl(\tfrac{\sqrt3}{2},\ \tfrac12 e^{i(k+\cos k)}\Bigr).$$
Then $\langle u,u'\rangle=\tfrac{i}{4}(1-\sin k)$, so $A_u(k)=-\tfrac14(1-\sin k)$ and $\varphi_u=-\pi/2$.

The time-reversed family is
$$v(k)=\Bigl(\tfrac12 e^{i(k-\cos k)},\ -\tfrac{\sqrt3}{2}\Bigr),$$
with $A_v(k)=-\tfrac14(1+\sin k)$. This is $A_u(-k)$, and it differs from $A_u(k)$ at most momenta, yet the integral is again $-\pi/2$.

With $\chi(k)=k$, the factor $e^{ik}$ equals $-1$ at both ends of the zone, so the partner still closes. Its Berry phase is $-\pi/2-2\pi=-5\pi/2$, which is the case $n=-1$. The example only illustrates the identities for families of vectors: $u(k)$ and $v(k)$ are not orthogonal where $\sin k\neq0$, so they are not two bands of different energy of one Hermitian $H(k)$.

## The same symmetry on a momentum grid

A program usually replaces the integral by a product of overlaps between neighbouring grid points $k_0=-\pi<k_1<\dots<k_N=\pi$,
$$\varphi\approx-\arg\prod_{j=0}^{N-1}\langle u(k_j),u(k_{j+1})\rangle ,$$
with the last vector set equal to the first. This estimates the phase only modulo $2\pi$. The argument swap turns each overlap of the time-reversed family into
$$\langle v(k_j),v(k_{j+1})\rangle=\langle u(-k_{j+1}),u(-k_j)\rangle .$$
On a grid symmetric about $k=0$ these are the overlaps of $u$ in reverse order, so the two products coincide at any grid spacing.

Where the level is nondegenerate, a diagonalization routine returns each partner vector with an arbitrary phase; at a degeneracy it may return any orthonormal basis of the eigenspace. In the closed product every vector appears once in each argument, so arbitrary phases cancel, but a mixing of degenerate states need not. The computed phases of the two partners should therefore be compared modulo $2\pi$, and a discrepancy beyond rounding can come from a band-tracking error, mixed degenerate states, an asymmetric grid or a broken symmetry in the Hamiltonian.
